# Spin Exchange in a Product of Two Singlets: −1 within Each Bond, 1/2 between Bonds

## Amplitudes, spin operators and bonds

A configuration s assigns up or down to every site of a finite set, and a spin state ψ assigns a complex amplitude ψ(s) to every configuration. Write ε_i = 1 if the spin on site i is up and ε_i = −1 if it is down. The operator under study is

P_ij = (1 + σ_i·σ_j)/2, with i ≠ j,

where σ_i is the vector of Pauli matrices on site i. Expectation values are ⟨ψ|P_ij|ψ⟩ in a normalised state.

Sites i and j form a singlet bond if interchanging their spins reverses the sign of ψ. For two spins one-half the only antisymmetric state is the singlet, so such a ψ is a singlet on i and j times some state of the remaining spins.

The four sites are numbered 0 to 3, and the state is

Ψ = [(↑↓ − ↓↑)/√2] on sites 0, 1 times [(↑↓ − ↓↑)/√2] on sites 2, 3.

The claim is that P_01 and P_23 have expectation −1 in Ψ, while P_02, P_03, P_12 and P_13 have expectation 1/2.

## The six values by hand

Let s′ be s with the spins on i and j both reversed. The three Pauli products act as

(σ_x,i σ_x,j ψ)(s) = ψ(s′)
(σ_y,i σ_y,j ψ)(s) = (−iε_i)(−iε_j) ψ(s′) = −ε_i ε_j ψ(s′)
(σ_z,i σ_z,j ψ)(s) = ε_i ε_j ψ(s),

where the i in the bracketed factors −iε is the imaginary unit. Therefore

(P_ij ψ)(s) = [(1 + ε_i ε_j) ψ(s) + (1 − ε_i ε_j) ψ(s′)]/2.

For parallel spins this is ψ(s), and for antiparallel spins it is ψ(s′). In both cases the result is the amplitude with the two spins interchanged, which is Dirac's identity. For a singlet bond it gives P_ij ψ = −ψ, hence the expectation −1.

Now let i, j be a bond and k a third site. Write ψ(a,b,c) for the amplitude with spins a, b, c on i, j, k, the other spins being held fixed. The bond means ψ(a,b,c) = −ψ(b,a,c), so ψ(a,a,c) = 0. We need

ψ(c,b,a) + ψ(a,c,b) = ψ(a,b,c).

Each spin has two values, so at least two of the three are equal:

- If a = b, the left side is ψ(c,a,a) + ψ(a,c,a) = 0, and so is the right side.
- If a = c, the left side is ψ(a,b,a) + ψ(a,a,b) = ψ(a,b,a), which is the right side.
- If b = c, the left side is ψ(b,b,a) + ψ(a,b,b) = ψ(a,b,b), which is the right side.

Thus P_ik ψ + P_jk ψ = ψ, and in a normalised state the two expectations add up to 1. They are also equal, because P_ij P_ik P_ij = P_jk and P_ij ψ = −ψ give

⟨ψ|P_jk|ψ⟩ = ⟨P_ij ψ|P_ik|P_ij ψ⟩ = ⟨ψ|P_ik|ψ⟩.

Each is therefore 1/2. The state Ψ has four nonzero amplitudes, each ±1/2, so its norm squared is 4 · 1/4 = 1. Applying the result to its two bonds gives all six values.

## Spin states and operators in Lean

```lean
import Mathlib

open ComplexConjugate

namespace SingletPairExchange

noncomputable section

variable {ι : Type*} [Fintype ι] [DecidableEq ι]
```

The type `ι` of sites is finite but otherwise arbitrary, so the general lemmas are not restricted to four spins.

```lean
/-- A state of spins one-half on the sites `ι`: an amplitude for every configuration,
with `false` for spin up and `true` for spin down. -/
abbrev SpinState (ι : Type*) := (ι → Bool) → ℂ

/-- The sign of the z component of a spin: `1` for up and `-1` for down. -/
def sgn (b : Bool) : ℂ := if b then -1 else 1

/-- The configuration with the spin on site `i` reversed. -/
def flipSpin (i : ι) (s : ι → Bool) : ι → Bool := Function.update s i (!s i)
```

The function `sgn` is ε, and `flipSpin` reverses one spin. The Pauli operators are defined by their action on amplitudes. The factor −iε in `pauliY` is the usual σ_y in the basis (↑, ↓).

```lean
/-- The Pauli operator `σ_x` on site `i`. -/
def pauliX (i : ι) (ψ : SpinState ι) : SpinState ι := fun s => ψ (flipSpin i s)

/-- The Pauli operator `σ_y` on site `i`. -/
def pauliY (i : ι) (ψ : SpinState ι) : SpinState ι :=
  fun s => -Complex.I * sgn (s i) * ψ (flipSpin i s)

/-- The Pauli operator `σ_z` on site `i`. -/
def pauliZ (i : ι) (ψ : SpinState ι) : SpinState ι := fun s => sgn (s i) * ψ s
```

The exchange operator is written out literally as (1 + σ_i·σ_j)/2; that it interchanges spins is left to be proved.

```lean
/-- The operator `(1 + σ_i · σ_j) / 2`. -/
def exchange (i j : ι) (ψ : SpinState ι) : SpinState ι := fun s =>
  (ψ s + (pauliX i (pauliX j ψ) s + pauliY i (pauliY j ψ) s + pauliZ i (pauliZ j ψ) s)) / 2
```

The inner product is conjugate-linear in its first argument. `expectation` is a complex number and does not divide by the norm, so normalisation appears as a hypothesis where it is needed.

```lean
/-- The inner product of two spin states. -/
def overlap (φ χ : SpinState ι) : ℂ := ∑ s, conj (φ s) * χ s

/-- The matrix element `⟨ψ|A|ψ⟩`, the expectation value of `A` when `ψ` is normalised. -/
def expectation (A : SpinState ι → SpinState ι) (ψ : SpinState ι) : ℂ := overlap ψ (A ψ)
```

In the bond condition, `s ∘ Equiv.swap i j` is the configuration s with the spins on i and j interchanged.

```lean
/-- Sites `i` and `j` are distinct and the state changes sign when their spins are
interchanged. -/
def IsSingletBond (i j : ι) (ψ : SpinState ι) : Prop :=
  i ≠ j ∧ ∀ s, ψ (s ∘ Equiv.swap i j) = -ψ s
```

## Dirac's identity and the three-site relation

```lean
omit [Fintype ι] in
/-- Interchanging two equal spins leaves a configuration unchanged. -/
theorem comp_swap_of_eq {i j : ι} {s : ι → Bool} (e : s i = s j) :
    s ∘ Equiv.swap i j = s := by
  funext k
  simp only [Function.comp_apply, Equiv.swap_apply_def]
  split_ifs with a b
  · rw [a, e]
  · rw [b, e]
  · rfl
```

The proof of Dirac's identity separates parallel from antiparallel spins. In each case `hs` records the value of ε_i ε_j, and `linear_combination` combines it with i² = −1 to collapse the four terms. The antiparallel case also needs `hf`: reversing both spins is the same as interchanging them.

```lean
omit [Fintype ι] in
/-- Dirac's identity: `(1 + σ_i · σ_j) / 2` interchanges the spins on two distinct sites. -/
theorem dirac_exchange_identity {i j : ι} (h : i ≠ j) (ψ : SpinState ι) (s : ι → Bool) :
    exchange i j ψ s = ψ (s ∘ Equiv.swap i j) := by
  have hj : flipSpin i s j = s j := by simp [flipSpin, h.symm]
  have hI : Complex.I * Complex.I = -1 := Complex.I_mul_I
  by_cases e : s i = s j
  · -- parallel spins: the x and y terms cancel
    have hs : sgn (s i) * sgn (s j) = 1 := by
      revert e
      cases s i <;> cases s j <;> simp [sgn]
    rw [comp_swap_of_eq e]
    simp only [exchange, pauliX, pauliY, pauliZ, hj]
    linear_combination (ψ (flipSpin j (flipSpin i s)) / 2 * (sgn (s i) * sgn (s j))) * hI
      - ψ (flipSpin j (flipSpin i s)) / 2 * hs + ψ s / 2 * hs
  · -- antiparallel spins: reversing both is the same as interchanging them
    have hs : sgn (s i) * sgn (s j) = -1 := by
      revert e
      cases s i <;> cases s j <;> simp [sgn]
    have e1 : (!s i) = s j := by
      revert e
      cases s i <;> cases s j <;> simp
    have e2 : (!s j) = s i := by
      revert e
      cases s i <;> cases s j <;> simp
    have hf : s ∘ Equiv.swap i j = flipSpin j (flipSpin i s) := by
      funext k
      by_cases a : k = i
      · rw [a]; simp [flipSpin, Function.update_apply, h, e1]
      by_cases b : k = j
      · rw [b]; simp [flipSpin, h.symm, e2]
      simp [flipSpin, Function.update_apply, Equiv.swap_apply_def, a, b]
    rw [hf]
    simp only [exchange, pauliX, pauliY, pauliZ, hj]
    linear_combination (ψ (flipSpin j (flipSpin i s)) / 2 * (sgn (s i) * sgn (s j))) * hI
      - ψ (flipSpin j (flipSpin i s)) / 2 * hs + ψ s / 2 * hs
```

The next theorem is P_ik ψ + P_jk ψ = ψ, stated as an equality of states. The auxiliary `h0` says that amplitudes with parallel bonded spins vanish. The three cases are those of the derivation above; when the bonded spins are equal, `h2` relates the two interchanged configurations, so that their amplitudes cancel.

```lean
omit [Fintype ι] in
/-- For a singlet bond `i`, `j` and a third site `k`, the exchanges of `k` with the two
bonded sites add up to the identity on the state. -/
theorem exchange_add_exchange {i j k : ι} {ψ : SpinState ι} (hb : IsSingletBond i j ψ)
    (hi : k ≠ i) (hj : k ≠ j) : exchange i k ψ + exchange j k ψ = ψ := by
  obtain ⟨hij, hanti⟩ := hb
  -- the amplitude vanishes when the bonded spins are parallel
  have h0 : ∀ t : ι → Bool, t i = t j → ψ t = 0 := by
    intro t e
    have h := hanti t
    rw [comp_swap_of_eq e] at h
    linear_combination (1 / 2 : ℂ) * h
  funext s
  rw [Pi.add_apply, dirac_exchange_identity hi.symm, dirac_exchange_identity hj.symm]
  -- two of the three spins must be equal
  by_cases e1 : s i = s j
  · have h2 : (s ∘ Equiv.swap i k) ∘ Equiv.swap i j = s ∘ Equiv.swap j k := by
      funext m
      by_cases a : m = i
      · rw [a]; simp [Equiv.swap_apply_def, hij, hij.symm, hi.symm, hj.symm, e1]
      by_cases b : m = j
      · rw [b]; simp
      by_cases c : m = k
      · rw [c]; simp [Equiv.swap_apply_def, hi, hj, e1]
      simp [Equiv.swap_apply_def, a, b, c]
    have h1 := hanti (s ∘ Equiv.swap i k)
    rw [h2] at h1
    rw [h1, h0 s e1]
    ring
  by_cases e2 : s i = s k
  · rw [comp_swap_of_eq e2, h0 (s ∘ Equiv.swap j k)
      (by simp [Equiv.swap_apply_of_ne_of_ne hij hi.symm, e2]), add_zero]
  · have e3 : s j = s k := by
      revert e1 e2
      cases s i <;> cases s j <;> cases s k <;> simp
    rw [comp_swap_of_eq e3, h0 (s ∘ Equiv.swap i k)
      (by simp [Equiv.swap_apply_of_ne_of_ne hij.symm hj.symm, e3]), zero_add]
```

## Expectations for any state with a singlet bond

```lean
/-- In a normalised state the exchange operator of a singlet bond has expectation `-1`. -/
theorem expectation_bonded {i j : ι} {ψ : SpinState ι} (hb : IsSingletBond i j ψ)
    (hn : overlap ψ ψ = 1) : expectation (exchange i j) ψ = -1 := by
  rw [← hn]
  simp only [expectation, overlap, dirac_exchange_identity hb.1, hb.2, mul_neg,
    Finset.sum_neg_distrib]
```

For a site outside the bond, `hsum` is the statement that the two expectations add up to 1, and `hsym` that they are equal. The latter relabels the sum over configurations by the interchange of i and j. Both ψ factors then change sign, and the signs cancel. Half the sum of the two equations gives 1/2. Nothing is assumed about the spins outside the bond.

```lean
/-- In a normalised state with a singlet bond `i`, `j`, the exchange operator of `i` with any
site outside the bond has expectation `1/2`. -/
theorem expectation_nonbonded {i j k : ι} {ψ : SpinState ι} (hb : IsSingletBond i j ψ)
    (hn : overlap ψ ψ = 1) (hi : k ≠ i) (hj : k ≠ j) :
    expectation (exchange i k) ψ = 1 / 2 := by
  have hsum : expectation (exchange i k) ψ + expectation (exchange j k) ψ = 1 := by
    have h : overlap ψ (exchange i k ψ + exchange j k ψ) = 1 := by
      rw [exchange_add_exchange hb hi hj, hn]
    rw [← h]
    simp only [expectation, overlap, Pi.add_apply, mul_add, Finset.sum_add_distrib]
  obtain ⟨hij, hanti⟩ := hb
  -- relabelling the bonded sites shows that the two expectations agree
  have hsym : expectation (exchange i k) ψ = expectation (exchange j k) ψ := by
    simp only [expectation, overlap, dirac_exchange_identity hi.symm,
      dirac_exchange_identity hj.symm]
    have hinv : Function.Involutive (fun s : ι → Bool => s ∘ Equiv.swap i j) := by
      intro s
      funext m
      simp
    refine (Equiv.sum_comp hinv.toPerm _).symm.trans (Finset.sum_congr rfl fun s _ => ?_)
    change conj (ψ (s ∘ Equiv.swap i j)) * ψ ((s ∘ Equiv.swap i j) ∘ Equiv.swap i k) = _
    have h2 : (s ∘ Equiv.swap i j) ∘ Equiv.swap i k
        = (s ∘ Equiv.swap j k) ∘ Equiv.swap i j := by
      funext m
      by_cases a : m = i
      · rw [a]; simp [Equiv.swap_apply_def, hi, hj]
      by_cases b : m = j
      · rw [b]; simp [Equiv.swap_apply_def, hij, hij.symm, hi.symm, hj.symm]
      by_cases c : m = k
      · rw [c]; simp [Equiv.swap_apply_def, hi, hj]
      simp [Equiv.swap_apply_def, a, b, c]
    rw [h2, hanti (s ∘ Equiv.swap j k), hanti s, map_neg]
    ring
  linear_combination (1 / 2 : ℂ) * hsum + (1 / 2 : ℂ) * hsym
```

## The four-spin product

```lean
/-- The two-spin singlet `(↑↓ - ↓↑) / √2`. -/
def singlet (a b : Bool) : ℂ :=
  ((√2 : ℝ) : ℂ)⁻¹ * (if a = b then 0 else if a then -1 else 1)

/-- The product of a singlet on sites 0, 1 and a singlet on sites 2, 3. -/
def pairState : SpinState (Fin 4) := fun s => singlet (s 0) (s 1) * singlet (s 2) (s 3)
```

For the norm, `hw` gives the weight of each two-spin configuration, 0 for parallel and 1/2 for antiparallel spins. The equivalence `e` turns the sum over configurations into a sum over four separate spins.

```lean
/-- The product of the two singlets is normalised. -/
theorem pairState_normalised : overlap pairState pairState = 1 := by
  have h : ((√2 : ℝ) : ℂ)⁻¹ * ((√2 : ℝ) : ℂ)⁻¹ = 1 / 2 := by
    rw [← mul_inv, ← Complex.ofReal_mul, Real.mul_self_sqrt (by norm_num)]
    norm_num
  have hw : ∀ a b, conj (singlet a b) * singlet a b = if a = b then 0 else 1 / 2 := by
    intro a b
    cases a <;> cases b <;> simp [singlet, h]
  let e : (Fin 4 → Bool) ≃ Bool × Bool × Bool × Bool :=
    { toFun := fun s => (s 0, s 1, s 2, s 3)
      invFun := fun p => ![p.1, p.2.1, p.2.2.1, p.2.2.2]
      left_inv := fun s => by funext k; fin_cases k <;> rfl
      right_inv := fun _ => rfl }
  calc overlap pairState pairState
      = ∑ p : Bool × Bool × Bool × Bool, (if p.1 = p.2.1 then (0 : ℂ) else 1 / 2) *
          (if p.2.2.1 = p.2.2.2 then (0 : ℂ) else 1 / 2) := by
        refine Fintype.sum_equiv e _ _ fun s => ?_
        change _ = (if s 0 = s 1 then (0 : ℂ) else 1 / 2) *
          (if s 2 = s 3 then (0 : ℂ) else 1 / 2)
        rw [← hw, ← hw, pairState, map_mul]
        ring
    _ = 1 := by
        simp [Fintype.sum_prod_type]
        norm_num
```

Both bonds follow from the antisymmetry of `singlet`, since each interchange leaves the other factor untouched.

```lean
/-- The product state has singlet bonds on sites 0, 1 and on sites 2, 3. -/
theorem pairState_bonds : IsSingletBond 0 1 pairState ∧ IsSingletBond 2 3 pairState := by
  have hs : ∀ a b, singlet a b = -singlet b a := by
    intro a b
    cases a <;> cases b <;> simp [singlet]
  refine ⟨⟨by decide, fun s => ?_⟩, ⟨by decide, fun s => ?_⟩⟩
  · have h2 : Equiv.swap (0 : Fin 4) 1 2 = 2 := by decide
    have h3 : Equiv.swap (0 : Fin 4) 1 3 = 3 := by decide
    simp only [pairState, Function.comp_apply, Equiv.swap_apply_left,
      Equiv.swap_apply_right, h2, h3]
    linear_combination singlet (s 2) (s 3) * hs (s 1) (s 0)
  · have h0 : Equiv.swap (2 : Fin 4) 3 0 = 0 := by decide
    have h1 : Equiv.swap (2 : Fin 4) 3 1 = 1 := by decide
    simp only [pairState, Function.comp_apply, Equiv.swap_apply_left,
      Equiv.swap_apply_right, h0, h1]
    linear_combination singlet (s 0) (s 1) * hs (s 3) (s 2)
```

The main theorem collects the six values. The pairs 0,2 and 0,3 use the bond 0,1 as it stands; 1,2 and 1,3 use the same bond read in reverse, `hr`.

```lean
/-- In the product of singlets on sites 0, 1 and 2, 3, the operator `(1 + σ_i · σ_j) / 2` has
expectation `-1` for both bonded pairs and `1/2` for all four nonbonded pairs. -/
theorem exchange_expectations :
    (expectation (exchange 0 1) pairState = -1 ∧ expectation (exchange 2 3) pairState = -1) ∧
    expectation (exchange 0 2) pairState = 1 / 2 ∧
    expectation (exchange 0 3) pairState = 1 / 2 ∧
    expectation (exchange 1 2) pairState = 1 / 2 ∧
    expectation (exchange 1 3) pairState = 1 / 2 := by
  obtain ⟨h, h'⟩ := pairState_bonds
  have hn := pairState_normalised
  have hr : IsSingletBond 1 0 pairState :=
    ⟨h.1.symm, fun s => by rw [Equiv.swap_comm]; exact h.2 s⟩
  exact ⟨⟨expectation_bonded h hn, expectation_bonded h' hn⟩,
    expectation_nonbonded h hn (by decide) (by decide),
    expectation_nonbonded h hn (by decide) (by decide),
    expectation_nonbonded hr hn (by decide) (by decide),
    expectation_nonbonded hr hn (by decide) (by decide)⟩
```

## The perfect-pairing energy

In a valence-bond model with one electron in each of four fixed orbitals, the spin Hamiltonian is

H = Q − Σ_{i<j} J_ij P_ij.

Here Q stands for the energy common to all spin couplings, and J_ij for the exchange integral of valence bond theory between orbitals i and j. When the orbitals overlap, this integral contains one-electron terms besides the electron repulsion and can be negative; a negative J_ij favours singlet coupling of that pair. Both are arbitrary real parameters, and the form of H is postulated, not derived from the electronic Hamiltonian.

```lean
/-- The valence-bond Hamiltonian `Q - ∑_{i<j} J_ij (1 + σ_i · σ_j) / 2` of four spins. -/
def bondHamiltonian (Q : ℝ) (J : Fin 4 → Fin 4 → ℝ) (ψ : SpinState (Fin 4)) :
    SpinState (Fin 4) := fun s =>
  Q * ψ s - ∑ i, ∑ j, if i < j then (J i j : ℂ) * exchange i j ψ s else 0
```

Only entries of `J` with i < j enter. Expanding H by linearity and inserting the six expectations gives

⟨Ψ|H|Ψ⟩ = Q + J_01 + J_23 − (J_02 + J_03 + J_12 + J_13)/2.

This is the perfect-pairing formula of valence bond theory for four electrons and a single spin coupling. It is the mean energy of Ψ, which in general is not an eigenstate of H, so resonance with other pairings is not included.

```lean
/-- The perfect-pairing energy: exchange integrals enter with weight `1` for bonded pairs and
`-1/2` for nonbonded pairs. -/
theorem perfect_pairing_energy (Q : ℝ) (J : Fin 4 → Fin 4 → ℝ) :
    expectation (bondHamiltonian Q J) pairState =
      Q + J 0 1 + J 2 3 - (J 0 2 + J 0 3 + J 1 2 + J 1 3) / 2 := by
  have hH : ∀ s, bondHamiltonian Q J pairState s = Q * pairState s -
      (J 0 1 * exchange 0 1 pairState s + J 2 3 * exchange 2 3 pairState s +
       J 0 2 * exchange 0 2 pairState s + J 0 3 * exchange 0 3 pairState s +
       J 1 2 * exchange 1 2 pairState s + J 1 3 * exchange 1 3 pairState s) := by
    intro s
    simp [bondHamiltonian, Fin.sum_univ_four]
    ring
  -- the expectation value is linear in the operator
  have key : expectation (bondHamiltonian Q J) pairState = Q * overlap pairState pairState -
      (J 0 1 * expectation (exchange 0 1) pairState +
       J 2 3 * expectation (exchange 2 3) pairState +
       J 0 2 * expectation (exchange 0 2) pairState +
       J 0 3 * expectation (exchange 0 3) pairState +
       J 1 2 * expectation (exchange 1 2) pairState +
       J 1 3 * expectation (exchange 1 3) pairState) := by
    simp only [expectation, overlap, hH, Finset.mul_sum, ← Finset.sum_add_distrib,
      ← Finset.sum_sub_distrib]
    exact Finset.sum_congr rfl fun s _ => by ring
  obtain ⟨⟨h01, h23⟩, h02, h03, h12, h13⟩ := exchange_expectations
  rw [key, pairState_normalised, h01, h23, h02, h03, h12, h13]
  ring

end

end SingletPairExchange
```

In the proof, `hH` writes out the six terms of the double sum, and `key` carries the expectation through them.

```lean
#print axioms SingletPairExchange.pairState_bonds
#print axioms SingletPairExchange.perfect_pairing_energy
```

```
'SingletPairExchange.pairState_bonds' depends on axioms: [propext, Classical.choice, Quot.sound]
'SingletPairExchange.perfect_pairing_energy' depends on axioms: [propext, Classical.choice, Quot.sound]
```
